# Integer powers of a real orthogonal matrix compose by adding their exponents

The lemma says that making `b` steps of a rotation and then `a` steps of the same rotation amounts to making `a + b` steps, where negative steps undo positive ones. In mathematics, `R` is a real orthogonal matrix with a finite index set, `rot R m` is the matrix of its integer power `R ^ m`, and the claim is that `rot R (a + b)` equals the matrix product `rot R a * rot R b`. Only the orthogonal part of a screw operation appears here, without the shift along the axis, and the determinant may be 1 or -1. The attempt unfolds `rot` on the left, splits the power of a sum with `zpow_add`, and leaves the rest to `rfl`.

The failing Lean file:

```lean
import Mathlib

open Matrix

namespace RotAdd

noncomputable section

variable {n : Type*} [Fintype n] [DecidableEq n]

/-- The matrix of the screw rotation applied `m` times, for any integer `m`. -/
def rot (R : orthogonalGroup n ℝ) (m : ℤ) : Matrix n n ℝ :=
  ((R ^ m : orthogonalGroup n ℝ) : Matrix n n ℝ)

variable {R : orthogonalGroup n ℝ} {K : ℤ → ℤ → Matrix n n ℝ}

/-- Successive screw rotations compose by adding their numbers of steps. -/
theorem rot_add (R : orthogonalGroup n ℝ) (a b : ℤ) :
    rot R (a + b) = rot R a * rot R b := by
  rw [rot, zpow_add]
  rfl

end

end RotAdd
```

The error:

```
Main.lean:20:11: error: Ambiguous term
  zpow_add
Possible interpretations:
  _root_.zpow_add : ∀ (a : ?m.34) (m n : ℤ), a ^ (m + n) = a ^ m * a ^ n
  
  Matrix.zpow_add : IsUnit (det ?m.39) → ∀ (m n : ℤ), ?m.39 ^ (m + n) = ?m.39 ^ m * ?m.39 ^ n
Main.lean:19:41: error: unsolved goals
n : Type u_1
inst✝¹ : Fintype n
inst✝ : DecidableEq n
R : ↥(orthogonalGroup n ℝ)
a b : ℤ
⊢ ↑(R ^ (a + b)) = rot R a * rot R b
```

Cause. The first message says that `zpow_add` has two possible readings. Because the file has `open Matrix`, the short name stands for `Matrix.zpow_add` as well as for the general group lemma `_root_.zpow_add`, and Lean could not settle on one of them for the rewrite.

The second message follows from the first. It shows the goal with `rot` unfolded on the left and the power `R ^ (a + b)` not yet split.

The group lemma is the one needed, since `R ^ (a + b)` is a power taken in `orthogonalGroup n ℝ` and only then read as a matrix. `Matrix.zpow_add` is about powers of a matrix itself, and it also asks for a proof that the determinant is a unit.

The diff's one change is to write `_root_.zpow_add`, which names the group lemma outright. The rewrite then turns the power into `R ^ a * R ^ b` inside the group, and the unchanged `rfl` closes the goal, because the matrix of a product in this group is by definition the product of the matrices.

The change, after which it compiles:

```diff
@@ -18,5 +18,5 @@
 theorem rot_add (R : orthogonalGroup n ℝ) (a b : ℤ) :
     rot R (a + b) = rot R a * rot R b := by
-  rw [rot, zpow_add]
+  rw [rot, _root_.zpow_add]
   rfl
 
```
